# Double exchange on two sites: the lowest energy of one electron between classical core spins

In a mixed-valence manganite, an electron can hop between manganese ions that each carry a core spin. Hund's coupling favours an electron spin parallel to the core spin of the ion it sits on, while hopping leaves the electron spin unchanged. If the two core spins point in different directions, the electron can't satisfy both demands fully. How does its lowest energy depend on the angle $\theta$ between them?

Take one electron, two sites with one orbital each, and fixed classical core spins. Let the Hund energy be $-J$ for an electron spin parallel to the local core spin and $+J$ for an antiparallel one, and let $t$ be the hopping amplitude. For $J,t>0$ and $\theta\in[0,\pi]$, the answer is

$$E_0=-\sqrt{J^2+t^2+2Jt\cos(\theta/2)},\qquad E_0+J\to -t\cos(\theta/2)\ \text{ as } J\to\infty .$$

## The Hamiltonian and its levels

```lean
import Mathlib

open Matrix Filter Topology

namespace DoubleExchange

noncomputable section
```

This loads the mathematical library Mathlib and opens a namespace for the definitions below.

```lean
/-- The combination `n·σ` of Pauli matrices for a real vector `n`, in the basis where `σ_z` is
diagonal. -/
def spinAlong (n : Fin 3 → ℝ) : Matrix (Fin 2) (Fin 2) ℂ :=
  !![(n 2 : ℂ), (n 0 : ℂ) - Complex.I * (n 1 : ℂ);
     (n 0 : ℂ) + Complex.I * (n 1 : ℂ), -(n 2 : ℂ)]
```

For a direction $n=(n_x,n_y,n_z)$ this is the matrix $n\cdot\sigma$. Lean counts from zero, so `n 0`, `n 1`, `n 2` are $n_x,n_y,n_z$. The annotation `: ℂ` turns a real number into a complex one.

```lean
/-- One electron on two sites: coupling `J` to core spins along `n₁` and `n₂`, and
spin-conserving hopping `t` between the sites. -/
def hamiltonian (J t : ℝ) (n₁ n₂ : Fin 3 → ℝ) :
    Matrix (Fin 2 ⊕ Fin 2) (Fin 2 ⊕ Fin 2) ℂ :=
  fromBlocks (-(J : ℂ) • spinAlong n₁) (-(t : ℂ) • 1)
    (-(t : ℂ) • 1) (-(J : ℂ) • spinAlong n₂)
```

Write $s_i=n_i\cdot\sigma$. The Hamiltonian is

$$H=\begin{pmatrix}-J s_1&-t\\-t&-J s_2\end{pmatrix}.$$

The index type `Fin 2 ⊕ Fin 2` is two copies of the spin index, one per site: `.inl` labels site 1 and `.inr` site 2. The length of the core spin and the factor $1/2$ in the electron's spin operator $\sigma/2$ (in units of $\hbar$) are absorbed in $J$. The model has no Coulomb repulsion and no direct exchange between the core spins.

```lean
/-- The energy levels: real numbers `E` for which `H v = E v` has a nonzero solution `v`. -/
def levels (J t : ℝ) (n₁ n₂ : Fin 3 → ℝ) : Set ℝ :=
  {E | ∃ v ≠ 0, hamiltonian J t n₁ n₂ *ᵥ v = (E : ℂ) • v}
```

A level is a real $E$ with a nonzero solution of $Hv=Ev$; `*ᵥ` is matrix times vector. This is a set, so it doesn't record degeneracies.

```lean
/-- The closed formula `-√(J² + t² + 2Jt cos(θ/2))`. -/
def groundEnergy (J t θ : ℝ) : ℝ :=
  -Real.sqrt (J ^ 2 + t ^ 2 + 2 * J * t * Real.cos (θ / 2))
```

At this point `groundEnergy` is only a name for a formula. That it is the lowest level is proved further down.

```lean
/-- The double-exchange Hamiltonian is Hermitian. -/
theorem hamiltonian_isHermitian (J t : ℝ) (n₁ n₂ : Fin 3 → ℝ) :
    (hamiltonian J t n₁ n₂).IsHermitian := by
  have hs : ∀ n : Fin 3 → ℝ, (-(J : ℂ) • spinAlong n).IsHermitian := by
    intro n
    ext i j
    fin_cases i <;> fin_cases j <;> simp [spinAlong, Complex.ext_iff]
  exact IsHermitian.fromBlocks (hs n₁) (by simp [conjTranspose_smul]) (hs n₂)
```

The diagonal entries of $n\cdot\sigma$ are real, its off-diagonal entries are complex conjugates, and $J$ and $t$ are real, so $H=H^\dagger$. Restricting the levels to real numbers therefore loses no eigenvalue.

## Eliminating the second site

```lean
/-- Elimination of the second site: for nonzero hopping `τ`, `E` is an eigenvalue of the
two-site problem exactly when a 2x2 determinant for the first site vanishes. -/
theorem eliminate_site (A B : Matrix (Fin 2) (Fin 2) ℂ) (τ E : ℂ) (hτ : τ ≠ 0) :
    (∃ v ≠ 0, fromBlocks A (-τ • 1) (-τ • 1) B *ᵥ v = E • v) ↔
      ((B - E • 1) * (A - E • 1) - τ ^ 2 • 1).det = 0 := by
  rw [← Matrix.exists_mulVec_eq_zero_iff]
  constructor
  · rintro ⟨v, hv, h⟩
    have a0 : A 0 0 * v (.inl 0) + A 0 1 * v (.inl 1) - τ * v (.inr 0) = E * v (.inl 0) := by
      have := congrFun h (.inl 0)
      simp [mulVec, dotProduct, Fin.sum_univ_two, Matrix.one_apply] at this
      linear_combination this
    have a1 : A 1 0 * v (.inl 0) + A 1 1 * v (.inl 1) - τ * v (.inr 1) = E * v (.inl 1) := by
      have := congrFun h (.inl 1)
      simp [mulVec, dotProduct, Fin.sum_univ_two, Matrix.one_apply] at this
      linear_combination this
    have b0 : B 0 0 * v (.inr 0) + B 0 1 * v (.inr 1) - τ * v (.inl 0) = E * v (.inr 0) := by
      have := congrFun h (.inr 0)
      simp [mulVec, dotProduct, Fin.sum_univ_two, Matrix.one_apply] at this
      linear_combination this
    have b1 : B 1 0 * v (.inr 0) + B 1 1 * v (.inr 1) - τ * v (.inl 1) = E * v (.inr 1) := by
      have := congrFun h (.inr 1)
      simp [mulVec, dotProduct, Fin.sum_univ_two, Matrix.one_apply] at this
      linear_combination this
    refine ⟨fun i => v (.inl i), fun hu => hv ?_, ?_⟩
    · -- a state without weight on site 1 has none on site 2
      have u0 : v (.inl 0) = 0 := congrFun hu 0
      have u1 : v (.inl 1) = 0 := congrFun hu 1
      have w0 : τ * v (.inr 0) = 0 := by
        linear_combination (A 0 0 - E) * u0 + A 0 1 * u1 - a0
      have w1 : τ * v (.inr 1) = 0 := by
        linear_combination A 1 0 * u0 + (A 1 1 - E) * u1 - a1
      funext i
      rcases i with i | i <;> fin_cases i
      exacts [u0, u1, (mul_eq_zero.mp w0).resolve_left hτ, (mul_eq_zero.mp w1).resolve_left hτ]
    · funext i
      fin_cases i
      · simp [mulVec, dotProduct, Fin.sum_univ_two, Matrix.mul_apply, Matrix.one_apply]
        linear_combination (B 0 0 - E) * a0 + B 0 1 * a1 + τ * b0
      · simp [mulVec, dotProduct, Fin.sum_univ_two, Matrix.mul_apply, Matrix.one_apply]
        linear_combination B 1 0 * a0 + (B 1 1 - E) * a1 + τ * b1
  · rintro ⟨u, hu, h⟩
    -- the spinor on site 2 is rebuilt from the one on site 1
    obtain ⟨w0, hw0⟩ : ∃ w, τ * w = A 0 0 * u 0 + A 0 1 * u 1 - E * u 0 :=
      ⟨_ / τ, mul_div_cancel₀ _ hτ⟩
    obtain ⟨w1, hw1⟩ : ∃ w, τ * w = A 1 0 * u 0 + A 1 1 * u 1 - E * u 1 :=
      ⟨_ / τ, mul_div_cancel₀ _ hτ⟩
    have b0 : B 0 0 * w0 + B 0 1 * w1 - τ * u 0 = E * w0 := by
      have := congrFun h 0
      simp [mulVec, dotProduct, Fin.sum_univ_two, Matrix.mul_apply, Matrix.one_apply] at this
      apply mul_left_cancel₀ hτ
      linear_combination this + (B 0 0 - E) * hw0 + B 0 1 * hw1
    have b1 : B 1 0 * w0 + B 1 1 * w1 - τ * u 1 = E * w1 := by
      have := congrFun h 1
      simp [mulVec, dotProduct, Fin.sum_univ_two, Matrix.mul_apply, Matrix.one_apply] at this
      apply mul_left_cancel₀ hτ
      linear_combination this + B 1 0 * hw0 + (B 1 1 - E) * hw1
    refine ⟨Sum.elim u ![w0, w1], fun h0 => hu (funext fun i => congrFun h0 (.inl i)), ?_⟩
    funext i
    rcases i with i | i <;> fin_cases i <;>
      simp [mulVec, dotProduct, Fin.sum_univ_two, Matrix.one_apply]
    · linear_combination -hw0
    · linear_combination -hw1
    · linear_combination b0
    · linear_combination b1
```

Let $A$ and $B$ be any complex $2\times2$ blocks and $\tau\neq0$ the hopping. With spinors $u$ on site 1 and $w$ on site 2, the eigenvalue equation reads

$$(A-E)u=\tau w,\qquad (B-E)w=\tau u .$$

Multiply the second equation by $\tau$ and insert the first:

$$\big[(B-E)(A-E)-\tau^2\big]u=0 .$$

If $u=0$, then $\tau w=0$ and so $w=0$; a nonzero state thus has $u\neq0$, and the determinant of the bracket vanishes. Conversely, a nonzero $u$ in the kernel gives a full eigenvector with $w=(A-E)u/\tau$.

In the proof, `a0`, `a1`, `b0`, `b1` are the four rows of the eigenvalue equation. The tactic `linear_combination` checks that the goal follows from stated multiples of known equations, which is the substitution above done row by row.

In electronic-structure work the same elimination is known as downfolding, usually written with the effective Hamiltonian $A+\tau^2(E-B)^{-1}$. That form fails when $E$ is an eigenvalue of $B$; the version here divides only by $\tau$.

## The levels

```lean
/-- For nonzero hopping and unit vectors `n₁`, `n₂` at angle `θ`, the levels are exactly the
real solutions of `E² = J² + t² ± 2Jt cos(θ/2)`. -/
theorem mem_levels_iff {J t θ E : ℝ} {n₁ n₂ : Fin 3 → ℝ} (ht : t ≠ 0)
    (h₁ : n₁ ⬝ᵥ n₁ = 1) (h₂ : n₂ ⬝ᵥ n₂ = 1) (h₁₂ : n₁ ⬝ᵥ n₂ = Real.cos θ) :
    E ∈ levels J t n₁ n₂ ↔
      E ^ 2 = J ^ 2 + t ^ 2 + 2 * J * t * Real.cos (θ / 2) ∨
      E ^ 2 = J ^ 2 + t ^ 2 - 2 * J * t * Real.cos (θ / 2) := by
  have hcos : Real.cos θ = 2 * Real.cos (θ / 2) ^ 2 - 1 := by
    rw [← Real.cos_two_mul]
    congr 1
    ring
  rw [hcos] at h₁₂
  generalize Real.cos (θ / 2) = c at h₁₂ ⊢
  simp only [dotProduct, Fin.sum_univ_three] at h₁ h₂ h₁₂
  have H₁ : (n₁ 0 : ℂ) * n₁ 0 + n₁ 1 * n₁ 1 + n₁ 2 * n₁ 2 = 1 := by exact_mod_cast h₁
  have H₂ : (n₂ 0 : ℂ) * n₂ 0 + n₂ 1 * n₂ 1 + n₂ 2 * n₂ 2 = 1 := by exact_mod_cast h₂
  have H₁₂ : (n₁ 0 : ℂ) * n₂ 0 + n₁ 1 * n₂ 1 + n₁ 2 * n₂ 2 = 2 * (c : ℂ) ^ 2 - 1 := by
    exact_mod_cast h₁₂
  -- Pauli algebra: traceless, square one, and the trace of the product
  have d : ∀ n : Fin 3 → ℝ, spinAlong n 1 1 = -spinAlong n 0 0 := fun n => rfl
  have q₁ : spinAlong n₁ 0 0 ^ 2 + spinAlong n₁ 0 1 * spinAlong n₁ 1 0 = 1 := by
    change (n₁ 2 : ℂ) ^ 2 + ((n₁ 0 : ℂ) - Complex.I * n₁ 1) * (n₁ 0 + Complex.I * n₁ 1) = 1
    linear_combination H₁ - (n₁ 1 : ℂ) ^ 2 * Complex.I_sq
  have q₂ : spinAlong n₂ 0 0 ^ 2 + spinAlong n₂ 0 1 * spinAlong n₂ 1 0 = 1 := by
    change (n₂ 2 : ℂ) ^ 2 + ((n₂ 0 : ℂ) - Complex.I * n₂ 1) * (n₂ 0 + Complex.I * n₂ 1) = 1
    linear_combination H₂ - (n₂ 1 : ℂ) ^ 2 * Complex.I_sq
  have q₁₂ : 2 * spinAlong n₁ 0 0 * spinAlong n₂ 0 0 + spinAlong n₁ 0 1 * spinAlong n₂ 1 0
      + spinAlong n₁ 1 0 * spinAlong n₂ 0 1 = 2 * (2 * (c : ℂ) ^ 2 - 1) := by
    change 2 * (n₁ 2 : ℂ) * n₂ 2 + ((n₁ 0 : ℂ) - Complex.I * n₁ 1) * (n₂ 0 + Complex.I * n₂ 1)
      + ((n₁ 0 : ℂ) + Complex.I * n₁ 1) * (n₂ 0 - Complex.I * n₂ 1) = _
    linear_combination 2 * H₁₂ - 2 * (n₁ 1 : ℂ) * n₂ 1 * Complex.I_sq
  have hdet : ((-(J : ℂ) • spinAlong n₂ - (E : ℂ) • 1) * (-(J : ℂ) • spinAlong n₁ - (E : ℂ) • 1)
      - (t : ℂ) ^ 2 • 1).det = (((E ^ 2 - J ^ 2 - t ^ 2 - 2 * J * t * c) *
        (E ^ 2 - J ^ 2 - t ^ 2 + 2 * J * t * c) : ℝ) : ℂ) := by
    rw [det_fin_two]
    simp [Matrix.mul_apply, Fin.sum_univ_two, Matrix.one_apply, d]
    linear_combination
      (-(J : ℂ) ^ 2 * (E ^ 2 - J ^ 2 *
        (spinAlong n₂ 0 0 ^ 2 + spinAlong n₂ 0 1 * spinAlong n₂ 1 0))) * q₁
      - (J : ℂ) ^ 2 * (E ^ 2 - J ^ 2) * q₂ - (t : ℂ) ^ 2 * J ^ 2 * q₁₂
  have hmem : E ∈ levels J t n₁ n₂ ↔ _ :=
    eliminate_site (-(J : ℂ) • spinAlong n₁) (-(J : ℂ) • spinAlong n₂) (t : ℂ) (E : ℂ)
      (Complex.ofReal_ne_zero.mpr ht)
  rw [hmem, hdet, Complex.ofReal_eq_zero, mul_eq_zero]
  exact or_congr ⟨fun h => by linarith, fun h => by linarith⟩
    ⟨fun h => by linarith, fun h => by linarith⟩
```

The hypotheses say that $n_1,n_2$ are unit vectors with $n_1\cdot n_2=\cos\theta$; `⬝ᵥ` is the scalar product. Put $c=\cos(\theta/2)$, so that $\cos\theta=2c^2-1$. The bracket becomes

$$(E+Js_2)(E+Js_1)-t^2=E^2-t^2+EJ(s_1+s_2)+J^2s_2s_1 .$$

Since $s_2s_1=\cos\theta+i(n_2\times n_1)\cdot\sigma$, this equals $a+b\cdot\sigma$ with

$$a=E^2-t^2+J^2\cos\theta,\qquad b=EJ(n_1+n_2)+iJ^2\,n_2\times n_1 .$$

Its determinant is $a^2-b\cdot b$. The two parts of $b$ are orthogonal, and $|n_1+n_2|^2=2+2\cos\theta=4c^2$, so $b\cdot b=4c^2E^2J^2-J^4\sin^2\theta$. Hence

$$\begin{aligned}
\det&=(E^2-t^2)^2+2J^2(E^2-t^2)(2c^2-1)+J^4-4c^2E^2J^2\\
&=(E^2-t^2-J^2)^2-4c^2J^2t^2\\
&=(E^2-J^2-t^2-2Jtc)(E^2-J^2-t^2+2Jtc).
\end{aligned}$$

It vanishes exactly when $E^2=J^2+t^2\pm2Jtc$.

Lean works with matrix entries instead of cross products. The facts `q₁` and `q₂` encode $s_i^2=1$, `q₁₂` encodes $\operatorname{tr}(s_1s_2)=2\cos\theta$, and `hdet` is the factorised determinant.

```lean
/-- For every angle `θ`, the directions `(0,0,1)` and `(sin θ, 0, cos θ)` are unit vectors
with scalar product `cos θ`. -/
theorem directions_witness (θ : ℝ) :
    (![0, 0, 1] : Fin 3 → ℝ) ⬝ᵥ ![0, 0, 1] = 1 ∧
    ![Real.sin θ, 0, Real.cos θ] ⬝ᵥ ![Real.sin θ, 0, Real.cos θ] = 1 ∧
    ![0, 0, 1] ⬝ᵥ ![Real.sin θ, 0, Real.cos θ] = Real.cos θ := by
  refine ⟨by simp [dotProduct, Fin.sum_univ_three], ?_,
    by simp [dotProduct, Fin.sum_univ_three]⟩
  simp [dotProduct, Fin.sum_univ_three]
  linear_combination Real.sin_sq_add_cos_sq θ
```

These explicit vectors realise every angle, so the results apply throughout $[0,\pi]$.

## The lowest level

```lean
theorem cos_half_nonneg {θ : ℝ} (hθ : θ ∈ Set.Icc 0 Real.pi) : 0 ≤ Real.cos (θ / 2) :=
  Real.cos_nonneg_of_mem_Icc ⟨by linarith [hθ.1, Real.pi_pos], by linarith [hθ.2]⟩
```

For $\theta\in[0,\pi]$ the half-angle lies in $[0,\pi/2]$, where the cosine is nonnegative.

```lean
/-- Double exchange: for `J, t > 0` and core spins along unit vectors at angle `θ` in `[0, π]`,
the lowest level is `-√(J² + t² + 2Jt cos(θ/2))`. -/
theorem isLeast_groundEnergy {J t θ : ℝ} {n₁ n₂ : Fin 3 → ℝ} (hJ : 0 < J) (ht : 0 < t)
    (hθ : θ ∈ Set.Icc 0 Real.pi)
    (h₁ : n₁ ⬝ᵥ n₁ = 1) (h₂ : n₂ ⬝ᵥ n₂ = 1) (h₁₂ : n₁ ⬝ᵥ n₂ = Real.cos θ) :
    IsLeast (levels J t n₁ n₂) (groundEnergy J t θ) := by
  have hc := cos_half_nonneg hθ
  have hp : 0 ≤ 2 * J * t * Real.cos (θ / 2) := by positivity
  constructor
  · rw [mem_levels_iff ht.ne' h₁ h₂ h₁₂]
    left
    rw [groundEnergy, neg_sq, Real.sq_sqrt (by positivity)]
  · intro E hE
    have hE2 : E ^ 2 ≤ J ^ 2 + t ^ 2 + 2 * J * t * Real.cos (θ / 2) := by
      rcases (mem_levels_iff ht.ne' h₁ h₂ h₁₂).mp hE with h | h <;> linarith
    exact (abs_le.mp (Real.abs_le_sqrt hE2)).1
```

`IsLeast` makes two statements: the value belongs to the set of levels, and no level lies below it. The first holds because $E_0^2=J^2+t^2+2Jtc$. For the second, $c\ge0$ makes the plus sign the larger case, so every level satisfies $E^2\le J^2+t^2+2Jtc$ and therefore $E\ge E_0$.

The range of $\theta$ is easily overlooked, because $n_1\cdot n_2=\cos\theta$ seems to fix the geometry. Parallel spins also satisfy it with $\theta=2\pi$, and there the formula gives $-|J-t|$ instead of the correct $-(J+t)$.

The formula can serve as a test for a program that diagonalises this kind of Hamiltonian on larger lattices. Run on two sites joined by a single bond, with $J$ and $t$ defined as here, its lowest one-electron level should equal $E_0$.

## Strong Hund coupling

```lean
/-- For `J, t > 0` and `θ` in `[0, π]`, the energy formula lies below `-J - t cos(θ/2)` by at
most `t² sin²(θ/2) / (2J)`. -/
theorem strong_coupling_bound {J t θ : ℝ} (hJ : 0 < J) (ht : 0 < t)
    (hθ : θ ∈ Set.Icc 0 Real.pi) :
    -(t * Real.cos (θ / 2)) - t ^ 2 * Real.sin (θ / 2) ^ 2 / (2 * J) ≤ groundEnergy J t θ + J ∧
      groundEnergy J t θ + J ≤ -(t * Real.cos (θ / 2)) := by
  have hc := cos_half_nonneg hθ
  have hsc := Real.sin_sq_add_cos_sq (θ / 2)
  unfold groundEnergy
  generalize Real.cos (θ / 2) = c at hc hsc ⊢
  generalize Real.sin (θ / 2) = s at hsc ⊢
  have htc : 0 ≤ t * c := by positivity
  -- complete the square under the root
  have hR : J ^ 2 + t ^ 2 + 2 * J * t * c = (J + t * c) ^ 2 + t ^ 2 * s ^ 2 := by
    linear_combination (-t ^ 2) * hsc
  have hδ : 0 ≤ t ^ 2 * s ^ 2 / (2 * J) := by positivity
  have hδJ : 2 * J * (t ^ 2 * s ^ 2 / (2 * J)) = t ^ 2 * s ^ 2 :=
    mul_div_cancel₀ _ (by positivity)
  rw [hR]
  generalize t ^ 2 * s ^ 2 / (2 * J) = δ at hδ hδJ ⊢
  have hup : Real.sqrt ((J + t * c) ^ 2 + t ^ 2 * s ^ 2) ≤ J + t * c + δ := by
    rw [Real.sqrt_le_iff]
    exact ⟨by positivity, by nlinarith [mul_nonneg htc hδ, sq_nonneg δ]⟩
  have hlow : J + t * c ≤ Real.sqrt ((J + t * c) ^ 2 + t ^ 2 * s ^ 2) := by
    rw [Real.le_sqrt' (by positivity)]
    nlinarith [sq_nonneg (t * s)]
  constructor <;> linarith
```

Let $s=\sin(\theta/2)$. Completing the square gives

$$J^2+t^2+2Jtc=(J+tc)^2+t^2s^2 ,$$

so the root is at least $J+tc$. With $\delta=t^2s^2/(2J)$,

$$(J+tc+\delta)^2=(J+tc)^2+t^2s^2+2tc\,\delta+\delta^2\ge(J+tc)^2+t^2s^2 ,$$

so the root is at most $J+tc+\delta$. Changing signs and adding $J$,

$$-tc-\delta\le E_0+J\le -tc .$$

In the code, `hlow` and `hup` are the two bounds on the root; `nlinarith` closes the inequalities from the products and squares it is given.

```lean
/-- Strong-coupling limit: for `t > 0` and unit vectors at angle `θ` in `[0, π]`, the lowest
level `E J` satisfies `E J + J → -t cos(θ/2)` as `J` grows. -/
theorem tendsto_lowest_level {t θ : ℝ} {n₁ n₂ : Fin 3 → ℝ} (ht : 0 < t)
    (hθ : θ ∈ Set.Icc 0 Real.pi)
    (h₁ : n₁ ⬝ᵥ n₁ = 1) (h₂ : n₂ ⬝ᵥ n₂ = 1) (h₁₂ : n₁ ⬝ᵥ n₂ = Real.cos θ)
    (E : ℝ → ℝ) (hE : ∀ J > 0, IsLeast (levels J t n₁ n₂) (E J)) :
    Tendsto (fun J => E J + J) atTop (𝓝 (-(t * Real.cos (θ / 2)))) := by
  have heq : ∀ J > 0, E J = groundEnergy J t θ := fun J hJ =>
    (hE J hJ).unique (isLeast_groundEnergy hJ ht hθ h₁ h₂ h₁₂)
  have h0 : Tendsto (fun J : ℝ => t ^ 2 * Real.sin (θ / 2) ^ 2 / (2 * J)) atTop (𝓝 0) :=
    Tendsto.div_atTop tendsto_const_nhds (tendsto_id.const_mul_atTop two_pos)
  have hlo : Tendsto (fun J : ℝ => -(t * Real.cos (θ / 2)) -
      t ^ 2 * Real.sin (θ / 2) ^ 2 / (2 * J)) atTop (𝓝 (-(t * Real.cos (θ / 2)) - 0)) :=
    tendsto_const_nhds.sub h0
  rw [sub_zero] at hlo
  refine tendsto_of_tendsto_of_tendsto_of_le_of_le' hlo tendsto_const_nhds ?_ ?_
  · filter_upwards [eventually_gt_atTop 0] with J hJ
    rw [heq J hJ]
    exact (strong_coupling_bound hJ ht hθ).1
  · filter_upwards [eventually_gt_atTop 0] with J hJ
    rw [heq J hJ]
    exact (strong_coupling_bound hJ ht hθ).2
```

Here `E` is any function whose value at each $J>0$ is the least level, so the limit concerns the spectrum itself and not just the formula. `heq` identifies the two, and since $\delta\to0$ as $J\to\infty$, the bounds squeeze $E_0+J$ to $-t\cos(\theta/2)$. For this two-site, one-electron model, replacing the spinful electron by a spinless one with hopping $t\cos(\theta/2)$ and energy offset $-J$ thus misses the lowest energy by at most $t^2\sin^2(\theta/2)/(2J)$.

## Parallel core spins are favoured

```lean
/-- For `J, t > 0` the energy formula increases strictly with the angle `θ` on `[0, π]`. -/
theorem groundEnergy_strictMonoOn {J t : ℝ} (hJ : 0 < J) (ht : 0 < t) :
    StrictMonoOn (groundEnergy J t) (Set.Icc 0 Real.pi) := by
  intro a ha b hb hab
  have hc : Real.cos (b / 2) < Real.cos (a / 2) :=
    Real.strictAntiOn_cos ⟨by linarith [ha.1], by linarith [ha.2, Real.pi_pos]⟩
      ⟨by linarith [hb.1], by linarith [hb.2, Real.pi_pos]⟩ (by linarith)
  have hb0 := cos_half_nonneg hb
  have hm := mul_lt_mul_of_pos_left hc (show 0 < 2 * J * t by positivity)
  exact neg_lt_neg (Real.sqrt_lt_sqrt (by positivity) (by linarith))

end

end DoubleExchange
```

As $\theta$ grows from $0$ to $\pi$, $\cos(\theta/2)$ strictly decreases. The expression under the root then decreases while staying nonnegative, so $E_0$ strictly increases, from $-(J+t)$ to $-\sqrt{J^2+t^2}$. The electron's energy alone favours parallel core spins in this model; in a material, antiferromagnetic exchange between the cores can compete with it.

```lean
#print axioms DoubleExchange.hamiltonian_isHermitian
#print axioms DoubleExchange.isLeast_groundEnergy
#print axioms DoubleExchange.tendsto_lowest_level
#print axioms DoubleExchange.groundEnergy_strictMonoOn
```

```
'DoubleExchange.hamiltonian_isHermitian' depends on axioms: [propext, Classical.choice, Quot.sound]
'DoubleExchange.isLeast_groundEnergy' depends on axioms: [propext, Classical.choice, Quot.sound]
'DoubleExchange.tendsto_lowest_level' depends on axioms: [propext, Classical.choice, Quot.sound]
'DoubleExchange.groundEnergy_strictMonoOn' depends on axioms: [propext, Classical.choice, Quot.sound]
```
